# For independent one-component chromophores, the poled tensor ratio tends to 3 in weak fields and diverges in strong ones

Each chromophore is modelled as a rigid rod. Its orientation is given by c, the cosine of the angle between its axis and the poling field, and by φ, the azimuth of the axis about the field, measured from direction 1. Its permanent dipole μ and the single nonzero component of its first hyperpolarizability both lie along the axis. The molecules do not interact, each has energy −μEc in the field E, and they are in thermal equilibrium at temperature T. With the reduced field x = μE/(k_B T), the average of an observable f(c) is

⟨f⟩ = ∫ f(c) exp(xc) dc / ∫ exp(xc) dc,

where both integrals run from −1 to 1. The measure dc is the solid-angle measure after integration over the azimuth.

Per molecule, in units of the hyperpolarizability and with local-field factors set to 1, the component of the second-order susceptibility tensor along the field is χ₃₃₃ = ⟨c³⟩. The mixed component is χ₃₁₁ = ⟨c(1 − c²)/2⟩, the factor 1/2 being the azimuthal average of cos²φ. For x ≠ 0,

χ₃₃₃ = (1 + 6/x²) coth x − 3/x − 6/x³,

χ₃₁₁ = 1/x − 3 coth x/x² + 3/x³.

As x → 0, χ₃₃₃/x → 1/5 and χ₃₃₃/χ₃₁₁ → 3. The ratio exceeds 3 for every x > 0 and grows like x in strong fields. For simulations of non-interacting dipoles, these formulas give reference values for the orientational sampling.

## From the Boltzmann integrals to the tensor ratio

**Closed forms.** For x ≠ 0 and a polynomial g of degree at most 3, repeated integration by parts gives

∫ g exp(xc) dc = [(g/x − g′/x² + g″/x³ − g‴/x⁴) exp(xc)], taken from c = −1 to c = 1.

Taking g = 1, c³ and c(1 − c²)/2 in turn yields

Z = 2 sinh x/x,

M = 2 cosh x/x − 6 sinh x/x² + 12 cosh x/x³ − 12 sinh x/x⁴,

T₃₁₁ = 2 sinh x/x² − 6 cosh x/x³ + 6 sinh x/x⁴.

The quotients M/Z and T₃₁₁/Z are the stated forms.

**Weak field.** Since exp(xc) = 1 + xc + O(x²) uniformly in c, the numerator of ⟨f⟩ has slope ∫ f(c)c dc at x = 0. The denominator has value 2 and slope 0 there. By the quotient rule,

d⟨f⟩/dx at x = 0 equals ½ ∫ f(c)c dc.

For the two components this is ½ · 2/5 = 1/5 and ¼(2/3 − 2/5) = 1/15. Both components vanish at x = 0 because their observables are odd, so their ratio tends to (1/5)/(1/15) = 3.

**Strong field.** For x > 0, coth x = 1 + exp(−x)/sinh x lies between 1 and 1 + 1/x, because exp(−x) ≤ 1 and sinh x ≥ x. Hence coth x → 1, and so

χ₃₃₃ → 1,

xχ₃₁₁ = 1 − 3 coth x/x + 3/x² → 1.

Therefore χ₃₃₃/(xχ₃₁₁) → 1, and the ratio diverges.

**The bound.** Let x > 0. Since c(1 − c²)/2 is the derivative of −(1 − c²)²/8, which vanishes at c = ±1, one integration by parts gives

∫ c(1 − c²)/2 · exp(xc) dc = (x/8) ∫ (1 − c²)² exp(xc) dc > 0.

The difference c³ − 3c(1 − c²)/2 = (5c³ − 3c)/2 is the third derivative of u = (c² − 1)³/48. As u, u′ and u″ vanish at c = ±1, three integrations by parts give

∫ (5c³ − 3c)/2 · exp(xc) dc = (x³/48) ∫ (1 − c²)³ exp(xc) dc > 0.

Dividing by Z gives χ₃₃₃ > 3χ₃₁₁ > 0.

## Averages and tensor components in Lean

```lean
import Mathlib

open Filter Polynomial
open scoped Topology

namespace ElectricFieldPoling

noncomputable section
```

`boltz x f` is the unnormalised integral, with x a real number.

```lean
/-- Integral of an observable `f` of the orientation cosine `c` over `[-1, 1]` with the
Boltzmann weight `exp (x c)` of a dipole in the reduced field `x`. -/
def boltz (x : ℝ) (f : ℝ → ℝ) : ℝ := ∫ c in (-1 : ℝ)..1, f c * Real.exp (x * c)
```

Dividing by the integral of the constant 1 gives ⟨f⟩.

```lean
/-- Thermal orientational average of `f` in the reduced field `x`. -/
def orientAvg (x : ℝ) (f : ℝ → ℝ) : ℝ := boltz x f / boltz x (fun _ => 1)
```

The next two definitions are χ₃₃₃ and χ₃₁₁. The number density is divided out, local-field factors are set to 1, and the energy of induced dipoles is neglected.

```lean
/-- Tensor component along the poling field, per molecule: the average of `c ^ 3`. -/
def chi333 (x : ℝ) : ℝ := orientAvg x (fun c => c ^ 3)

/-- Mixed tensor component, per molecule: the average of `c (1 - c ^ 2) / 2`. -/
def chi311 (x : ℝ) : ℝ := orientAvg x (fun c => c * (1 - c ^ 2) / 2)
```

## Integration by parts and the closed forms

If kg = p′ + xp, then kg exp(xc) is the derivative of p exp(xc). The fundamental theorem of calculus leaves only the boundary values of p.

```lean
/-- Integration by parts against the Boltzmann weight: if `k g = p' + x p` for a polynomial `p`,
then `k` times the weighted integral of `g` is a boundary term. -/
theorem boltz_parts (x k : ℝ) (p : ℝ[X]) (g : ℝ → ℝ)
    (hg : ∀ c, k * g c = (derivative p).eval c + x * p.eval c) :
    k * boltz x g = p.eval 1 * Real.exp x - p.eval (-1) * Real.exp (-x) := by
  have hd : ∀ c ∈ Set.uIcc (-1 : ℝ) 1, HasDerivAt (fun c => p.eval c * Real.exp (x * c))
      (k * (g c * Real.exp (x * c))) c := by
    intro c _
    have h2 : HasDerivAt (fun c => Real.exp (x * c)) (Real.exp (x * c) * x) c := by
      simpa using ((hasDerivAt_id' c).const_mul x).exp
    refine ((p.hasDerivAt c).fun_mul h2).congr_deriv ?_
    linear_combination (-Real.exp (x * c)) * hg c
  have hi : IntervalIntegrable (fun c => k * (g c * Real.exp (x * c)))
      MeasureTheory.volume (-1) 1 := by
    have e : (fun c => k * (g c * Real.exp (x * c))) =
        fun c => ((derivative p).eval c + x * p.eval c) * Real.exp (x * c) := by
      funext c
      rw [← hg c]
      ring
    rw [e]
    exact (((derivative p).continuous.add (continuous_const.mul p.continuous)).mul
      (by fun_prop)).intervalIntegrable _ _
  unfold boltz
  rw [← intervalIntegral.integral_const_mul,
    intervalIntegral.integral_eq_sub_of_hasDerivAt hd hi]
  simp
```

When p vanishes at both ends, only the remainder h contributes, and its positivity passes to the integral of g.

```lean
/-- If `g = p' + x p + h` with a polynomial `p` vanishing at `c = 1` and `c = -1`, with `g` and `h`
continuous and `h` positive inside the interval, the weighted integral of `g` is positive. -/
theorem boltz_pos_of_parts {x : ℝ} (p : ℝ[X]) {g h : ℝ → ℝ} (hg : Continuous g)
    (hh : Continuous h) (h1 : p.eval 1 = 0) (h2 : p.eval (-1) = 0)
    (e : ∀ c, g c = (derivative p).eval c + x * p.eval c + h c)
    (hpos : ∀ c ∈ Set.Ioo (-1 : ℝ) 1, 0 < h c) : 0 < boltz x g := by
  have h0 := boltz_parts x 1 p (fun c => g c - h c) (fun c => by
    show 1 * (g c - h c) = _
    linear_combination e c)
  have hG : IntervalIntegrable (fun c => g c * Real.exp (x * c)) MeasureTheory.volume (-1) 1 :=
    Continuous.intervalIntegrable (by fun_prop) _ _
  have hH : IntervalIntegrable (fun c => h c * Real.exp (x * c)) MeasureTheory.volume (-1) 1 :=
    Continuous.intervalIntegrable (by fun_prop) _ _
  have hs : boltz x (fun c => g c - h c) = boltz x g - boltz x h := by
    simp only [boltz, sub_mul]
    exact intervalIntegral.integral_sub hG hH
  have hp : 0 < boltz x h := intervalIntegral.intervalIntegral_pos_of_pos_on hH
    (fun c hc => mul_pos (hpos c hc) (Real.exp_pos _)) (by norm_num)
  rw [h1, h2, hs] at h0
  linarith
```

For the two components, `boltz_parts` is applied with k = x⁴ and p equal to x⁴ times the bracket g/x − g′/x² + g″/x³ − g‴/x⁴. The statements `Z`, `M` and `T` are the three integrals above, and `field_simp` and `ring` form the quotients. The theorem holds for negative x too.

```lean
/-- Closed forms of both tensor components in any nonzero reduced field. -/
theorem chi_closed_form {x : ℝ} (hx : x ≠ 0) :
    chi333 x = (1 + 6 / x ^ 2) * (Real.cosh x / Real.sinh x) - 3 / x - 6 / x ^ 3 ∧
    chi311 x = 1 / x - 3 * (Real.cosh x / Real.sinh x) / x ^ 2 + 3 / x ^ 3 := by
  have hs : Real.sinh x ≠ 0 := mt Real.sinh_eq_zero.1 hx
  have hZ := boltz_parts x x (C 1) (fun _ => 1) (fun c => by
    simp only [derivative_C, eval_C, eval_zero]; ring)
  have hM := boltz_parts x (x ^ 4)
    (C (x ^ 3) * X ^ 3 - C (3 * x ^ 2) * X ^ 2 + C (6 * x) * X - C 6) (fun c => c ^ 3)
    (fun c => by
      simp only [derivative_add, derivative_sub, derivative_mul, derivative_pow, derivative_C,
        derivative_X, eval_add, eval_sub, eval_mul, eval_pow, eval_C, eval_X, eval_zero,
        eval_one, Nat.cast_ofNat, Nat.reduceSub]
      ring)
  have hT := boltz_parts x (x ^ 4)
    (C (x ^ 3 / 2) * (X - X ^ 3) - C (x ^ 2 / 2) * (C 1 - C 3 * X ^ 2) - C (3 * x) * X + C 3)
    (fun c => c * (1 - c ^ 2) / 2)
    (fun c => by
      simp only [derivative_add, derivative_sub, derivative_mul, derivative_pow, derivative_C,
        derivative_X, eval_add, eval_sub, eval_mul, eval_pow, eval_C, eval_X, eval_zero,
        eval_one, Nat.cast_ofNat, Nat.reduceSub]
      ring)
  simp only [eval_add, eval_sub, eval_mul, eval_pow, eval_C, eval_X] at hZ hM hT
  -- the three integrals in terms of hyperbolic functions
  have Z : boltz x (fun _ => 1) = 2 * Real.sinh x / x := by
    rw [eq_div_iff hx, Real.sinh_eq]
    linear_combination hZ
  have M : boltz x (fun c => c ^ 3) = (2 * x ^ 3 * Real.cosh x - 6 * x ^ 2 * Real.sinh x
      + 12 * x * Real.cosh x - 12 * Real.sinh x) / x ^ 4 := by
    rw [eq_div_iff (pow_ne_zero 4 hx), Real.sinh_eq, Real.cosh_eq]
    linear_combination hM
  have T : boltz x (fun c => c * (1 - c ^ 2) / 2) = (2 * x ^ 2 * Real.sinh x
      - 6 * x * Real.cosh x + 6 * Real.sinh x) / x ^ 4 := by
    rw [eq_div_iff (pow_ne_zero 4 hx), Real.sinh_eq, Real.cosh_eq]
    linear_combination hT
  constructor
  · simp only [chi333, orientAvg]
    rw [M, Z]
    field_simp
    ring
  · simp only [chi311, orientAvg]
    rw [T, Z]
    field_simp
    ring
```

## Linear response at zero field

A continuous f is bounded by some K on [−1, 1]. For |x| ≤ 1, the quadratic bound on exp(xc) − 1 − xc limits the error of the linear approximation to 2Kx².

```lean
/-- The weighted integral of a continuous observable is differentiable at zero field, and its
derivative is the unweighted integral of `f c * c`. -/
theorem hasDerivAt_boltz {f : ℝ → ℝ} (hf : Continuous f) :
    HasDerivAt (fun x => boltz x f) (boltz 0 (fun c => f c * c)) 0 := by
  obtain ⟨K, hK⟩ := isCompact_Icc.exists_bound_of_continuousOn
    (hf.continuousOn (s := Set.Icc (-1 : ℝ) 1))
  rw [hasDerivAt_iff_isLittleO_nhds_zero]
  refine (Asymptotics.IsBigO.of_bound (K * 2) ?_).trans_isLittleO
    (Asymptotics.isLittleO_pow_id one_lt_two)
  filter_upwards [Metric.closedBall_mem_nhds (0 : ℝ) one_pos] with x hx
  have hx1 : |x| ≤ 1 := by simpa using hx
  show ‖boltz (0 + x) f - boltz 0 f - x • boltz 0 (fun c => f c * c)‖ ≤ K * 2 * ‖x ^ 2‖
  have e : boltz (0 + x) f - boltz 0 f - x • boltz 0 (fun c => f c * c) =
      ∫ c in (-1 : ℝ)..1, f c * (Real.exp (x * c) - 1 - x * c) := by
    simp only [boltz, zero_add, zero_mul, Real.exp_zero, mul_one, smul_eq_mul]
    rw [← intervalIntegral.integral_const_mul, ← intervalIntegral.integral_sub,
      ← intervalIntegral.integral_sub]
    · congr 1
      ext c
      ring
    all_goals exact Continuous.intervalIntegrable (by fun_prop) _ _
  -- the remainder of the exponential is quadratic in the field
  have b : ‖∫ c in (-1 : ℝ)..1, f c * (Real.exp (x * c) - 1 - x * c)‖
      ≤ K * x ^ 2 * |(1 : ℝ) - (-1)| := by
    apply intervalIntegral.norm_integral_le_of_norm_le_const
    intro c hc
    rw [Set.uIoc_of_le (by norm_num)] at hc
    have hc' : |c| ≤ 1 := abs_le.2 ⟨hc.1.le, hc.2⟩
    have hxc : |x * c| ≤ 1 := by
      rw [abs_mul]
      exact mul_le_one₀ hx1 (abs_nonneg _) hc'
    have h2 : (x * c) ^ 2 ≤ x ^ 2 := by
      have := (sq_le_one_iff_abs_le_one c).2 hc'
      rw [mul_pow]
      nlinarith [sq_nonneg x]
    have hk := hK c ⟨hc.1.le, hc.2⟩
    rw [norm_mul]
    exact mul_le_mul hk ((Real.abs_exp_sub_one_sub_id_le hxc).trans h2) (norm_nonneg _)
      ((norm_nonneg _).trans hk)
  rw [e]
  refine b.trans (le_of_eq ?_)
  rw [Real.norm_of_nonneg (sq_nonneg x), show |(1 : ℝ) - (-1)| = 2 by norm_num]
  ring
```

The isotropic averages needed are those of differences of two monomials.

```lean
/-- Isotropic (zero-field) average of `a * c ^ m - b * c ^ n`, where `c` is the orientation cosine.
-/
theorem isotropic_avg (a b : ℝ) (m n : ℕ) {f : ℝ → ℝ} (hf : ∀ c, f c = a * c ^ m - b * c ^ n) :
    orientAvg 0 f = (a * ((1 - (-1) ^ (m + 1)) / (m + 1))
      - b * ((1 - (-1) ^ (n + 1)) / (n + 1))) / 2 := by
  rw [show f = fun c => a * c ^ m - b * c ^ n from funext hf]
  simp only [orientAvg, boltz, zero_mul, Real.exp_zero, mul_one]
  rw [intervalIntegral.integral_sub, intervalIntegral.integral_const_mul,
    intervalIntegral.integral_const_mul, integral_pow, integral_pow,
    intervalIntegral.integral_const]
  · simp only [one_pow, smul_eq_mul]
    ring
  all_goals exact Continuous.intervalIntegrable (by fun_prop) _ _
```

The quotient rule then gives the slope for any continuous observable.

```lean
/-- Linear response: the zero-field slope of the average of a continuous observable `f` is the
isotropic average of `f c * c`. -/
theorem linear_response {f : ℝ → ℝ} (hf : Continuous f) :
    HasDerivAt (fun x => orientAvg x f) (orientAvg 0 (fun c => f c * c)) 0 := by
  have h2 : HasDerivAt (fun x => boltz x (fun _ => 1)) (boltz 0 (fun c => 1 * c)) 0 :=
    hasDerivAt_boltz continuous_const
  have hZ : boltz 0 (fun _ => 1) = 2 := by norm_num [boltz]
  have h0 : boltz 0 (fun c => 1 * c) = 0 := by norm_num [boltz]
  rw [h0] at h2
  refine ((hasDerivAt_boltz hf).fun_div h2 (by rw [hZ]; norm_num)).congr_deriv ?_
  simp only [orientAvg, hZ]
  ring
```

Both components vanish at zero, so `key` turns their derivatives into limits of χ/x. The filter `𝓝[≠] 0` means that x approaches 0 from either side without equalling it.

```lean
/-- Weak poling: as the reduced field tends to zero, `chi333 x / x` tends to `1/5` and the ratio
of the two tensor components tends to `3`. -/
theorem weak_field : Tendsto (fun x => chi333 x / x) (𝓝[≠] 0) (𝓝 (1 / 5)) ∧
    Tendsto (fun x => chi333 x / chi311 x) (𝓝[≠] 0) (𝓝 3) := by
  have key : ∀ (g : ℝ → ℝ) (s : ℝ), HasDerivAt g s 0 → g 0 = 0 →
      Tendsto (fun x => g x / x) (𝓝[≠] 0) (𝓝 s) := by
    intro g s h h0
    simpa [h0, div_eq_inv_mul] using hasDerivAt_iff_tendsto_slope_zero.1 h
  have h3 := key chi333 (1 / 5)
    ((linear_response (f := fun c => c ^ 3) (by fun_prop)).congr_deriv
      ((isotropic_avg 1 0 4 0 (fun c => by ring)).trans (by norm_num)))
    ((isotropic_avg 1 0 3 0 (fun c => by ring)).trans (by norm_num))
  have h1 := key chi311 (1 / 15)
    ((linear_response (f := fun c => c * (1 - c ^ 2) / 2) (by fun_prop)).congr_deriv
      ((isotropic_avg (1 / 2) (1 / 2) 2 4 (fun c => by ring)).trans (by norm_num)))
    ((isotropic_avg (1 / 2) (1 / 2) 1 3 (fun c => by ring)).trans (by norm_num))
  refine ⟨h3, ?_⟩
  have h := h3.div h1 (by norm_num)
  rw [show (1 / 5 : ℝ) / (1 / 15) = 3 by norm_num] at h
  refine h.congr' ?_
  filter_upwards [self_mem_nhdsWithin] with x hx
  exact div_div_div_cancel_right₀ (by simpa using hx) _ _
```

## Divergence and the strict lower bound

The proof squeezes coth x as above and rewrites the closed forms in powers of `x⁻¹`. The first limit gives linear growth, and multiplying back by x gives divergence.

```lean
/-- Strong poling: the ratio of the two tensor components, divided by the reduced field, tends
to `1`, and the ratio itself diverges. -/
theorem strong_field : Tendsto (fun x => chi333 x / chi311 x / x) atTop (𝓝 1) ∧
    Tendsto (fun x => chi333 x / chi311 x) atTop atTop := by
  have hi : Tendsto (fun x : ℝ => x⁻¹) atTop (𝓝 0) := tendsto_inv_atTop_zero
  -- for x > 0, coth x lies between 1 and 1 + 1/x
  have hc : Tendsto (fun x => Real.cosh x / Real.sinh x) atTop (𝓝 1) := by
    have hu : Tendsto (fun x : ℝ => 1 + x⁻¹) atTop (𝓝 1) := by
      simpa using hi.const_add 1
    refine tendsto_of_tendsto_of_tendsto_of_le_of_le' tendsto_const_nhds hu ?_ ?_
    · filter_upwards [eventually_gt_atTop 0] with x hx
      rw [le_div_iff₀ (Real.sinh_pos_iff.2 hx), one_mul]
      exact (Real.sinh_lt_cosh x).le
    · filter_upwards [eventually_gt_atTop 0] with x hx
      rw [div_le_iff₀ (Real.sinh_pos_iff.2 hx)]
      have h1 : Real.exp (-x) ≤ 1 := Real.exp_le_one_iff.2 (by linarith)
      have h2 : x⁻¹ * x ≤ x⁻¹ * Real.sinh x :=
        mul_le_mul_of_nonneg_left (Real.self_le_sinh_iff.2 hx.le) (inv_pos.2 hx).le
      rw [inv_mul_cancel₀ hx.ne'] at h2
      linarith [Real.cosh_sub_sinh x]
  have hA : Tendsto (fun x : ℝ => Real.cosh x / Real.sinh x * (1 + 6 * x⁻¹ ^ 2) - 3 * x⁻¹
      - 6 * x⁻¹ ^ 3) atTop (𝓝 (1 * (1 + 6 * 0 ^ 2) - 3 * 0 - 6 * 0 ^ 3)) :=
    ((hc.mul (((hi.pow 2).const_mul 6).const_add 1)).sub (hi.const_mul 3)).sub
      ((hi.pow 3).const_mul 6)
  have hB : Tendsto (fun x : ℝ => 1 - 3 * (Real.cosh x / Real.sinh x * x⁻¹) + 3 * x⁻¹ ^ 2)
      atTop (𝓝 (1 - 3 * (1 * 0) + 3 * 0 ^ 2)) :=
    (((hc.mul hi).const_mul 3).const_sub 1).add ((hi.pow 2).const_mul 3)
  have h := hA.div hB (by norm_num)
  rw [show ((1 : ℝ) * (1 + 6 * 0 ^ 2) - 3 * 0 - 6 * 0 ^ 3) / (1 - 3 * (1 * 0) + 3 * 0 ^ 2) = 1
    by norm_num] at h
  have hr : Tendsto (fun x => chi333 x / chi311 x / x) atTop (𝓝 1) := by
    refine h.congr' ?_
    filter_upwards [eventually_gt_atTop 0] with x hx
    have e3 : chi333 x = Real.cosh x / Real.sinh x * (1 + 6 * x⁻¹ ^ 2) - 3 * x⁻¹
        - 6 * x⁻¹ ^ 3 := by
      rw [(chi_closed_form hx.ne').1]
      ring
    have e1 : chi311 x * x = 1 - 3 * (Real.cosh x / Real.sinh x * x⁻¹) + 3 * x⁻¹ ^ 2 := by
      rw [(chi_closed_form hx.ne').2]
      generalize Real.cosh x / Real.sinh x = q
      have := hx.ne'
      field_simp
    rw [div_div, e1, e3]
    rfl
  refine ⟨hr, (hr.pos_mul_atTop one_pos tendsto_id).congr' ?_⟩
  filter_upwards [eventually_gt_atTop 0] with x hx
  exact div_mul_cancel₀ _ hx.ne'
```

Here `hT` is the positivity of the mixed integral and `hD` that of the difference. For `hD`, the three integrations by parts are merged into one with p = u″ − xu′ + x²u, for which p′ + xp = u‴ + x³u. The remainder is h = −x³u, positive inside the interval.

```lean
/-- In every positive reduced field the mixed component is positive and the ratio of the two
tensor components is strictly greater than `3`. -/
theorem ratio_gt_three {x : ℝ} (hx : 0 < x) : 0 < chi311 x ∧ 3 < chi333 x / chi311 x := by
  have hin : ∀ c ∈ Set.Ioo (-1 : ℝ) 1, 0 < 1 - c ^ 2 := fun c hc => by
    nlinarith [hc.1, hc.2]
  have hZ : 0 < boltz x (fun _ => 1) := intervalIntegral.intervalIntegral_pos_of_pos_on
    (Continuous.intervalIntegrable (by fun_prop) _ _)
    (fun c _ => mul_pos one_pos (Real.exp_pos _)) (by norm_num)
  have hT : 0 < boltz x (fun c => c * (1 - c ^ 2) / 2) := by
    refine boltz_pos_of_parts (C (-1 / 8) * (X ^ 2 - C 1) ^ 2)
      (h := fun c => x / 8 * (1 - c ^ 2) ^ 2) (by fun_prop) (by fun_prop)
      (by simp) (by simp) (fun c => ?_) (fun c hc => ?_)
    · simp only [derivative_sub, derivative_mul, derivative_pow, derivative_C, derivative_X,
        eval_add, eval_sub, eval_mul, eval_pow, eval_C, eval_X, eval_zero, eval_one,
        Nat.cast_ofNat, Nat.reduceSub]
      ring
    · have := hin c hc
      positivity
  -- three integrations by parts, as in the Rodrigues formula for the third Legendre polynomial
  have hD : 0 < boltz x (fun c => c ^ 3 - 3 * (c * (1 - c ^ 2) / 2)) := by
    refine boltz_pos_of_parts (C (1 / 48) * ((X ^ 2 - C 1) * (C 30 * X ^ 2 - C 6)
        - C (6 * x) * (X * (X ^ 2 - C 1) ^ 2) + C (x ^ 2) * (X ^ 2 - C 1) ^ 3))
      (h := fun c => x ^ 3 / 48 * (1 - c ^ 2) ^ 3) (by fun_prop) (by fun_prop)
      (by simp) (by simp) (fun c => ?_) (fun c hc => ?_)
    · simp only [derivative_add, derivative_sub, derivative_mul, derivative_pow, derivative_C,
        derivative_X, eval_add, eval_sub, eval_mul, eval_pow, eval_C, eval_X, eval_zero,
        eval_one, Nat.cast_ofNat, Nat.reduceSub]
      ring
    · have := hin c hc
      positivity
  have hlin : boltz x (fun c => c ^ 3 - 3 * (c * (1 - c ^ 2) / 2)) =
      boltz x (fun c => c ^ 3) - 3 * boltz x (fun c => c * (1 - c ^ 2) / 2) := by
    simp only [boltz]
    rw [← intervalIntegral.integral_const_mul, ← intervalIntegral.integral_sub]
    · congr 1
      ext c
      ring
    all_goals exact Continuous.intervalIntegrable (by fun_prop) _ _
  refine ⟨div_pos hT hZ, ?_⟩
  simp only [chi333, chi311, orientAvg]
  rw [div_div_div_cancel_right₀ hZ.ne', lt_div_iff₀ hT]
  linarith

end

end ElectricFieldPoling
```

```lean
#print axioms ElectricFieldPoling.weak_field
#print axioms ElectricFieldPoling.strong_field
#print axioms ElectricFieldPoling.ratio_gt_three
```

```
'ElectricFieldPoling.weak_field' depends on axioms: [propext, Classical.choice, Quot.sound]
'ElectricFieldPoling.strong_field' depends on axioms: [propext, Classical.choice, Quot.sound]
'ElectricFieldPoling.ratio_gt_three' depends on axioms: [propext, Classical.choice, Quot.sound]
```
